# For normal matrices A and B, the product AB is normal exactly when BA is normal

If $A$ and $B$ are complex square matrices of the same size and each commutes with its own adjoint, then $AB$ commutes with its adjoint if and only if $BA$ does. Either condition holds exactly when $A^\dagger A$ commutes with $B$ and $B^\dagger B$ commutes with $A$.

```lean
import Mathlib

open Matrix
open scoped ComplexOrder

namespace WiegmannNormalProducts

variable {n : Type*} [Fintype n] [DecidableEq n]

/-- An operator on a finite-dimensional state space is normal if it commutes with its adjoint. -/
def IsNormal (A : Matrix n n ℂ) : Prop := Aᴴ * A = A * Aᴴ

omit [DecidableEq n] in
/-- For normal `A` and `B` the products `AB` and `BA` have the same squared Frobenius norm. -/
theorem frobenius_mul_comm {A B : Matrix n n ℂ} (hA : IsNormal A) (hB : IsNormal B) :
    ((A * B)ᴴ * (A * B)).trace = ((B * A)ᴴ * (B * A)).trace := by
  have hA' : Aᴴ * A = A * Aᴴ := hA
  have hB' : Bᴴ * B = B * Bᴴ := hB
  calc ((A * B)ᴴ * (A * B)).trace = (Bᴴ * ((Aᴴ * A) * B)).trace := by
        simp only [conjTranspose_mul, Matrix.mul_assoc]
    _ = (((Aᴴ * A) * B) * Bᴴ).trace := Matrix.trace_mul_comm _ _
    _ = (A * (Aᴴ * (Bᴴ * B))).trace := by
        rw [hA', hB']
        simp only [Matrix.mul_assoc]
    _ = ((Aᴴ * (Bᴴ * B)) * A).trace := Matrix.trace_mul_comm _ _
    _ = ((B * A)ᴴ * (B * A)).trace := by
        simp only [conjTranspose_mul, Matrix.mul_assoc]

/-- If `A`, `B` and `AB` are normal, then `A†A` commutes with `B`. -/
theorem modulus_left_commutes {A B : Matrix n n ℂ} (hA : IsNormal A) (hB : IsNormal B)
    (hAB : IsNormal (A * B)) : (Aᴴ * A) * B = B * (Aᴴ * A) := by
  have hB' : Bᴴ * B = B * Bᴴ := hB
  obtain ⟨H, hH⟩ : ∃ H, H = Aᴴ * A := ⟨_, rfl⟩
  have hH' : H = A * Aᴴ := hH.trans hA
  have hself : Hᴴ = H := by
    rw [hH, conjTranspose_mul, conjTranspose_conjTranspose]
  -- normality of the product, written with H
  have key : Bᴴ * H * B = A * (B * Bᴴ) * Aᴴ := by
    have h : (A * B)ᴴ * (A * B) = (A * B) * (A * B)ᴴ := hAB
    rw [conjTranspose_mul] at h
    rw [hH]
    simpa only [Matrix.mul_assoc] using h
  -- the four terms of the squared norm of the commutator
  have t1 : (Bᴴ * (H * H * B)).trace = (H * H * (B * Bᴴ)).trace := by
    rw [Matrix.trace_mul_comm, Matrix.mul_assoc (H * H)]
  have t2 : (Bᴴ * H * B * H).trace = (H * H * (B * Bᴴ)).trace := by
    have e : Aᴴ * H * A = H * H := by
      calc Aᴴ * H * A = Aᴴ * (A * Aᴴ) * A := by rw [← hH']
        _ = (Aᴴ * A) * (Aᴴ * A) := by simp only [Matrix.mul_assoc]
        _ = H * H := by rw [← hH]
    calc (Bᴴ * H * B * H).trace = (A * ((B * Bᴴ) * (Aᴴ * H))).trace := by
          rw [key]
          simp only [Matrix.mul_assoc]
      _ = (((B * Bᴴ) * (Aᴴ * H)) * A).trace := Matrix.trace_mul_comm _ _
      _ = ((B * Bᴴ) * (H * H)).trace := by rw [Matrix.mul_assoc (B * Bᴴ), e]
      _ = (H * H * (B * Bᴴ)).trace := Matrix.trace_mul_comm _ _
  have t3 : (H * (Bᴴ * H * B)).trace = (H * H * (B * Bᴴ)).trace := by
    rw [Matrix.trace_mul_comm, t2]
  have t4 : (H * ((B * Bᴴ) * H)).trace = (H * H * (B * Bᴴ)).trace := by
    rw [← Matrix.mul_assoc, Matrix.trace_mul_comm, ← Matrix.mul_assoc]
  have expand : (H * B - B * H)ᴴ * (H * B - B * H)
      = Bᴴ * (H * H * B) - Bᴴ * H * B * H - H * (Bᴴ * H * B) + H * ((B * Bᴴ) * H) := by
    rw [← hB', conjTranspose_sub, conjTranspose_mul, conjTranspose_mul, hself]
    noncomm_ring
  -- the commutator has norm zero, so it vanishes
  have hzero : ((H * B - B * H)ᴴ * (H * B - B * H)).trace = 0 := by
    rw [expand, Matrix.trace_add, Matrix.trace_sub, Matrix.trace_sub, t1, t2, t3, t4]
    ring
  rw [← hH]
  exact sub_eq_zero.mp (Matrix.trace_conjTranspose_mul_self_eq_zero_iff.mp hzero)

/-- If `A`, `B` and `AB` are normal, then `B†B` commutes with `A`. -/
theorem modulus_right_commutes {A B : Matrix n n ℂ} (hA : IsNormal A) (hB : IsNormal B)
    (hAB : IsNormal (A * B)) : (Bᴴ * B) * A = A * (Bᴴ * B) := by
  have adj : ∀ {M : Matrix n n ℂ}, IsNormal M → IsNormal Mᴴ := by
    intro M hM
    have hM' : Mᴴ * M = M * Mᴴ := hM
    unfold IsNormal
    rw [conjTranspose_conjTranspose, hM']
  have hB' : Bᴴ * B = B * Bᴴ := hB
  have hBA : IsNormal (Bᴴ * Aᴴ) := by
    rw [← conjTranspose_mul]
    exact adj hAB
  -- the previous step for the adjoint pair, then the adjoint of the result
  have h := congrArg conjTranspose (modulus_left_commutes (adj hB) (adj hA) hBA)
  simp only [conjTranspose_mul, conjTranspose_conjTranspose] at h
  rw [hB']
  exact h.symm

/-- For normal `A` and `B`, the product `AB` is normal exactly when `A†A` commutes with `B`
and `B†B` commutes with `A`. -/
theorem normal_mul_iff {A B : Matrix n n ℂ} (hA : IsNormal A) (hB : IsNormal B) :
    IsNormal (A * B) ↔
      (Aᴴ * A) * B = B * (Aᴴ * A) ∧ (Bᴴ * B) * A = A * (Bᴴ * B) := by
  refine ⟨fun h => ⟨modulus_left_commutes hA hB h, modulus_right_commutes hA hB h⟩, ?_⟩
  rintro ⟨h1, h2⟩
  have hA' : Aᴴ * A = A * Aᴴ := hA
  have hB' : Bᴴ * B = B * Bᴴ := hB
  -- both orderings reduce to (B†B)(A†A)
  calc (A * B)ᴴ * (A * B) = Bᴴ * ((Aᴴ * A) * B) := by
        simp only [conjTranspose_mul, Matrix.mul_assoc]
    _ = (Bᴴ * B) * (Aᴴ * A) := by rw [h1, Matrix.mul_assoc]
    _ = ((Bᴴ * B) * A) * Aᴴ := by rw [hA', Matrix.mul_assoc (Bᴴ * B)]
    _ = (A * (B * Bᴴ)) * Aᴴ := by rw [h2, hB']
    _ = (A * B) * (A * B)ᴴ := by
        simp only [conjTranspose_mul, Matrix.mul_assoc]

/-- **Wiegmann's theorem.** For normal operators `A` and `B`, the product `AB` is normal
if and only if the product `BA` in the opposite order is normal. -/
theorem wiegmann {A B : Matrix n n ℂ} (hA : IsNormal A) (hB : IsNormal B) :
    IsNormal (A * B) ↔ IsNormal (B * A) := by
  rw [normal_mul_iff hA hB, normal_mul_iff hB hA]
  exact and_comm

/-- The Pauli matrices `σx` and `σz` are normal with normal product, and they do not commute. -/
theorem wiegmann_witness :
    IsNormal !![(0 : ℂ), 1; 1, 0] ∧ IsNormal !![(1 : ℂ), 0; 0, -1] ∧
      IsNormal (!![(0 : ℂ), 1; 1, 0] * !![(1 : ℂ), 0; 0, -1]) ∧
      !![(0 : ℂ), 1; 1, 0] * !![(1 : ℂ), 0; 0, -1]
        ≠ !![(1 : ℂ), 0; 0, -1] * !![(0 : ℂ), 1; 1, 0] := by
  refine ⟨?_, ?_, ?_, ?_⟩
  · unfold IsNormal
    ext i j
    fin_cases i <;> fin_cases j <;> simp [Matrix.mul_apply, Fin.sum_univ_succ]
  · unfold IsNormal
    ext i j
    fin_cases i <;> fin_cases j <;> simp [Matrix.mul_apply, Fin.sum_univ_succ]
  · unfold IsNormal
    ext i j
    fin_cases i <;> fin_cases j <;> simp [Matrix.mul_apply, Fin.sum_univ_succ]
  · intro h
    have h01 := congrArg (fun M : Matrix (Fin 2) (Fin 2) ℂ => M 0 1) h
    norm_num [Matrix.mul_apply, Fin.sum_univ_succ] at h01

/-- With the ladder matrix as `A` and the normal projector on the first basis state as `B`,
`AB` is normal but `BA` is not. -/
theorem normality_of_factor_needed :
    IsNormal !![(1 : ℂ), 0; 0, 0] ∧
      IsNormal (!![(0 : ℂ), 1; 0, 0] * !![(1 : ℂ), 0; 0, 0]) ∧
      ¬ IsNormal (!![(1 : ℂ), 0; 0, 0] * !![(0 : ℂ), 1; 0, 0]) := by
  refine ⟨?_, ?_, ?_⟩
  · unfold IsNormal
    ext i j
    fin_cases i <;> fin_cases j <;> simp [Matrix.mul_apply, Fin.sum_univ_succ]
  · unfold IsNormal
    ext i j
    fin_cases i <;> fin_cases j <;> simp [Matrix.mul_apply, Fin.sum_univ_succ]
  · intro h
    unfold IsNormal at h
    have h00 := congrArg (fun M : Matrix (Fin 2) (Fin 2) ℂ => M 0 0) h
    simp [Matrix.mul_apply, Fin.sum_univ_succ] at h00

/-- The product of the Pauli matrix `σx` and the projector on the first basis state is not normal.
-/
theorem product_of_normals_not_normal :
    ¬ IsNormal (!![(0 : ℂ), 1; 1, 0] * !![(1 : ℂ), 0; 0, 0]) := by
  intro h
  unfold IsNormal at h
  have h00 := congrArg (fun M : Matrix (Fin 2) (Fin 2) ℂ => M 0 0) h
  simp [Matrix.mul_apply, Fin.sum_univ_succ] at h00

end WiegmannNormalProducts
```

```lean
#print axioms WiegmannNormalProducts.frobenius_mul_comm
#print axioms WiegmannNormalProducts.wiegmann
#print axioms WiegmannNormalProducts.normality_of_factor_needed
#print axioms WiegmannNormalProducts.product_of_normals_not_normal
```

```
'WiegmannNormalProducts.frobenius_mul_comm' depends on axioms: [propext, Classical.choice, Quot.sound]
'WiegmannNormalProducts.wiegmann' depends on axioms: [propext, Classical.choice, Quot.sound]
'WiegmannNormalProducts.normality_of_factor_needed' depends on axioms: [propext, Classical.choice, Quot.sound]
'WiegmannNormalProducts.product_of_normals_not_normal' depends on axioms: [propext, Classical.choice, Quot.sound]
```

## The statements in words

A matrix of type `Matrix n n ℂ` represents an operator on a finite-dimensional state space in a fixed orthonormal basis, whose labels are the elements of the finite type `n`. The symbol `ᴴ` is the conjugate transpose, written $\dagger$ below, and `*` is the matrix product, so in $AB$ the operator $B$ acts first. The predicate `IsNormal A` is the equation $A^\dagger A = AA^\dagger$ and nothing more. Hermitian and unitary matrices satisfy it.

The theorem `wiegmann` takes two hypotheses, `hA` and `hB`, which say that $A$ and $B$ are normal. Its conclusion is an equivalence between the normality of $AB$ and that of $BA$. It does not say that either product is normal.

That question is settled by `normal_mul_iff`. Under the same two hypotheses, $AB$ is normal if and only if

$$A^\dagger A\,B = B\,A^\dagger A \quad\text{and}\quad B^\dagger B\,A = A\,B^\dagger B .$$

The factors themselves need not commute. For the Pauli matrices, $\sigma_x\sigma_z = -i\sigma_y$ and $\sigma_z\sigma_x = i\sigma_y$. Both products are normal, although they differ, and `wiegmann_witness` records such a pair so that the theorem is seen to apply beyond commuting factors.

The theorem `frobenius_mul_comm` says that $AB$ and $BA$ have the same squared Frobenius norm, $\mathrm{tr}(M^\dagger M)$ for a matrix $M$, whenever $A$ and $B$ are normal. It requires no normality of the products, and the proof of `wiegmann` does not use it.

Two further examples mark the limits:

- In `normality_of_factor_needed`, $A$ is the ladder matrix $|0\rangle\langle 1|$ and $B$ is the projector $|0\rangle\langle 0|$. Then $AB = 0$ is normal, while $BA = |0\rangle\langle 1|$ is not. The equivalence fails because $A$ is not normal.
- In `product_of_normals_not_normal`, the product $\sigma_x|0\rangle\langle 0| = |1\rangle\langle 0|$ is not normal, although both factors are.

## Order of operations in a finite model

A normal matrix has an orthonormal basis of eigenvectors, so its action can be read as independent complex factors on orthogonal modes. The theorem says that, for two normal steps on a finite-dimensional space, exchanging their order neither creates nor destroys this property.

A simulation on a finite grid gives an example. Let $A$ be a unitary kinetic step and $B$ a diagonal damping factor that absorbs the wave function near the edge of the grid. Both are normal. The combined step $AB$ is normal only if the damping profile $B^\dagger B$ commutes with the kinetic step, and if it is not normal, applying the two factors in the opposite order does not repair it. For a unitary $A$ this last point can also be seen directly, because $BA = A^\dagger(AB)A$ is the matrix of $AB$ in another orthonormal basis. For any two normal factors, the theorem still says that reversing the order does not make a non-normal product normal.

The result concerns two finite matrices. Operators on infinite-dimensional spaces are not covered, and the argument below relies on traces of arbitrary operators.

## A commutator with zero norm

Suppose that $A$, $B$ and $AB$ are normal. Put $H = A^\dagger A$, which is Hermitian and, by normality of $A$, also equals $AA^\dagger$. Let $C = HB - BH$. The aim is to show that $\mathrm{tr}(C^\dagger C) = 0$. This trace is the sum of $|C_{ij}|^2$ over all entries, so its vanishing forces $C = 0$.

Since $C^\dagger = B^\dagger H - HB^\dagger$, multiplying out gives

$$C^\dagger C = B^\dagger H^2 B - B^\dagger HBH - HB^\dagger HB + HB^\dagger BH .$$

All four terms have the same trace, apart from their signs. For the first, cyclicity of the trace gives

$$\mathrm{tr}(B^\dagger H^2 B) = \mathrm{tr}(H^2 BB^\dagger).$$

For the last, cyclicity and normality of $B$ give

$$\mathrm{tr}(HB^\dagger BH) = \mathrm{tr}(H^2 B^\dagger B) = \mathrm{tr}(H^2 BB^\dagger).$$

The cross terms need the normality of the product. Written out, $(AB)^\dagger AB = AB(AB)^\dagger$ reads

$$B^\dagger HB = A\,BB^\dagger A^\dagger .$$

Moreover $A^\dagger HA = A^\dagger(AA^\dagger)A = (A^\dagger A)(A^\dagger A) = H^2$. Therefore

$$\mathrm{tr}(B^\dagger HBH) = \mathrm{tr}(A\,BB^\dagger A^\dagger H) = \mathrm{tr}(BB^\dagger A^\dagger HA) = \mathrm{tr}(BB^\dagger H^2) = \mathrm{tr}(H^2BB^\dagger).$$

The other cross term, $\mathrm{tr}(HB^\dagger HB)$, has the same value by cyclicity. The signs are $+,-,-,+$, so the sum is zero and $H$ commutes with $B$.

The second commutation relation follows from the first by taking adjoints. The matrices $B^\dagger$ and $A^\dagger$ are normal, and so is their product $B^\dagger A^\dagger = (AB)^\dagger$. Applied to this pair, the result just proved says that $BB^\dagger$ commutes with $A^\dagger$. The adjoint of that equation says that $BB^\dagger$ commutes with $A$, and $BB^\dagger = B^\dagger B$.

Conversely, let $A$ and $B$ be normal and assume both commutation relations. Then

$$(AB)^\dagger AB = B^\dagger(A^\dagger A)B = B^\dagger B\,A^\dagger A = B^\dagger B\,AA^\dagger = A\,B^\dagger B\,A^\dagger = A\,BB^\dagger A^\dagger = AB(AB)^\dagger ,$$

so $AB$ is normal. Exchanging the names $A$ and $B$ only swaps the two relations. The criterion for $BA$ is therefore the criterion for $AB$, which proves the theorem.

The equality of Frobenius norms is a separate short calculation:

$$\mathrm{tr}(B^\dagger A^\dagger AB) = \mathrm{tr}(A^\dagger A\,BB^\dagger) = \mathrm{tr}(AA^\dagger B^\dagger B) = \mathrm{tr}(A^\dagger B^\dagger BA).$$

The outer steps use cyclicity, and the middle one uses normality of both factors.

## From one by one to two by two

For $1\times1$ matrices there is nothing to decide: all numbers commute and every matrix is normal. Size two is the first at which the product of two normal matrices can fail to be normal.

If $A$ is unitary, then $A^\dagger A = 1$ and the first commutation relation holds automatically. The criterion reduces to the single requirement that $B^\dagger B$ commute with $A$. If $B$ is unitary as well, this also holds, in agreement with the fact that a product of unitaries is unitary.

For a numerical case, take

$$A = \begin{pmatrix}1&0\\0&2\end{pmatrix},\qquad B = \sigma_x = \begin{pmatrix}0&1\\1&0\end{pmatrix},\qquad AB = \begin{pmatrix}0&1\\2&0\end{pmatrix},\qquad BA = \begin{pmatrix}0&2\\1&0\end{pmatrix}.$$

Both products have squared Frobenius norm $1 + 4 = 5$. Neither is normal: $(AB)^\dagger AB = \mathrm{diag}(4,1)$ but $AB(AB)^\dagger = \mathrm{diag}(1,4)$, and for $BA$ the two diagonal matrices are interchanged.

The commutator detects the failure. Here $H = \mathrm{diag}(1,4)$ and

$$C = HB - BH = \begin{pmatrix}0&-3\\3&0\end{pmatrix},\qquad \mathrm{tr}(C^\dagger C) = 18 .$$

In the four-term expansion the outer traces are $1 + 16 = 17$ each, and the cross traces are $4 + 4 = 8$ each, so the sum is $17 - 8 - 8 + 17 = 18$. For a normal product the cross traces would equal the outer ones. Since $B$ is unitary here, the second commutation relation holds automatically, so the failure of normality must show in $C$. With $A = \mathrm{diag}(1,i)$ instead, $H = 1$, all four traces equal $2$, and the sum vanishes. Both products are then unitary, hence normal, although they are still different matrices.

## How the Lean proof follows the calculation

The lemma `modulus_left_commutes` contains the commutator argument. It introduces `H` together with the equation `H = Aᴴ * A`, and `hH'` supplies the other form, $AA^\dagger$. The step `key` is the normality of the product, rewritten as $B^\dagger HB = A\,BB^\dagger A^\dagger$. The steps `t1` to `t4` evaluate the four traces in the order of the expansion, each time arriving at $\mathrm{tr}(H^2BB^\dagger)$. Inside `t2`, the equation `e` is $A^\dagger HA = H^2$. Cyclicity enters through `Matrix.trace_mul_comm`.

The expansion of $C^\dagger C$ is the step `expand`, where `noncomm_ring` multiplies out without changing the order of factors. After the four traces have been substituted, `ring` cancels them as ordinary complex numbers, which gives `hzero`. The Mathlib lemma `Matrix.trace_conjTranspose_mul_self_eq_zero_iff` then turns zero trace into a zero matrix, and `sub_eq_zero` turns the vanishing difference into the commutation relation.

The lemma `modulus_right_commutes` first proves, as `adj`, that the adjoint of a normal matrix is normal. It then applies the previous lemma to $B^\dagger$ and $A^\dagger$ and takes the adjoint of the resulting equation with `congrArg conjTranspose`.

In `normal_mul_iff`, these two lemmas give the forward direction, and the `calc` chain gives the converse in the same order as the displayed calculation. The proof of `wiegmann` rewrites both sides with this criterion, once for $(A,B)$ and once for $(B,A)$. What remains is the exchange of two conditions joined by "and", which is `and_comm`.

The positive claims of normality in the $2\times2$ examples are checked entry by entry. Each negative claim is proved by comparing a single entry on the two sides of the equation it denies: row 0, column 1 for the Pauli products, and row 0, column 0 for the two products that are not normal.
